# Time-dependent Hartree-Fock with a Hermitian Fock matrix conserves the Frobenius norm of $P^2 - P$

In time-dependent Hartree-Fock the Fock matrix $F$ is built from the density matrix $P$ that it propagates, and the Lean file below replaces this dependence by an arbitrary matrix function $F(t)$ of the time $t$, assumed Hermitian at every $t$. For square complex matrices of finite size obeying $iP' = FP - PF$, the form of the equation in a fixed orthonormal basis with $\hbar = 1$ and the prime denoting $d/dt$, it proves that the Frobenius norm of $P^2 - P$ is constant, so that a $P$ that is idempotent at one time is idempotent at all times.

```lean
import Mathlib

open Matrix
open Complex (I)

namespace TDHFIdempotency

noncomputable section

variable {n : Type*} [Fintype n]

/-- The equation `i P' = F P - P F` of time-dependent Hartree-Fock form, with `F` an arbitrary given
matrix function of time (no self-consistency), written as `P' = -i (F P - P F)` for every matrix
element and every time. -/
def SolvesTDHF (F P : ℝ → Matrix n n ℂ) : Prop :=
  ∀ t i j, HasDerivAt (fun s => P s i j) (((-I) • (F t * P t - P t * F t)) i j) t

/-- The Frobenius norm `sqrt (∑ |A_ij|²)`. -/
def frobNorm (A : Matrix n n ℂ) : ℝ := Real.sqrt (∑ i, ∑ j, ‖A i j‖ ^ 2)

/-- The Frobenius norm vanishes exactly for the zero matrix. -/
theorem frobNorm_eq_zero (A : Matrix n n ℂ) : frobNorm A = 0 ↔ A = 0 := by
  have hn : 0 ≤ ∑ i, ∑ j, ‖A i j‖ ^ 2 :=
    Finset.sum_nonneg fun _ _ => Finset.sum_nonneg fun _ _ => sq_nonneg _
  rw [frobNorm, Real.sqrt_eq_zero hn]
  constructor
  · intro h
    ext i j
    have h1 := (Finset.sum_eq_zero_iff_of_nonneg
      (fun _ _ => Finset.sum_nonneg fun _ _ => sq_nonneg _)).1 h i (Finset.mem_univ _)
    have h2 := (Finset.sum_eq_zero_iff_of_nonneg
      (fun _ _ => sq_nonneg _)).1 h1 j (Finset.mem_univ _)
    simpa using h2
  · intro h
    simp [h]

/-- The product of two solutions for the same `F` is a solution. -/
theorem solves_mul {F A B : ℝ → Matrix n n ℂ} (hA : SolvesTDHF F A) (hB : SolvesTDHF F B) :
    SolvesTDHF F (fun s => A s * B s) := by
  intro t i j
  have h := HasDerivAt.fun_sum (u := Finset.univ)
    (fun k _ => (hA t i k).fun_mul (hB t k j))
  -- the commutator with `F` is a derivation
  have e : (-I) • (F t * (A t * B t) - A t * B t * F t)
      = ((-I) • (F t * A t - A t * F t)) * B t + A t * ((-I) • (F t * B t - B t * F t)) := by
    rw [Matrix.smul_mul, Matrix.mul_smul, ← smul_add]
    congr 1
    simp only [Matrix.sub_mul, Matrix.mul_sub, Matrix.mul_assoc]
    abel
  show HasDerivAt (fun s => (A s * B s) i j)
    (((-I) • (F t * (A t * B t) - A t * B t * F t)) i j) t
  rw [e]
  simpa only [Matrix.add_apply, Matrix.mul_apply, Finset.sum_add_distrib] using h

/-- If `A` and `B` are solutions for the same `F`, so is `A + c B` for complex `c`. -/
theorem solves_add_smul {F A B : ℝ → Matrix n n ℂ} (hA : SolvesTDHF F A)
    (hB : SolvesTDHF F B) (c : ℂ) : SolvesTDHF F (fun s => A s + c • B s) := by
  intro t i j
  refine ((hA t i j).fun_add ((hB t i j).const_mul c)).congr_deriv ?_
  simp only [Matrix.mul_add, Matrix.add_mul, Matrix.mul_smul, Matrix.smul_mul,
    Matrix.smul_apply, Matrix.sub_apply, Matrix.add_apply, smul_eq_mul]
  ring

/-- For Hermitian `F(t)` the adjoint of a solution is a solution. -/
theorem solves_conjTranspose {F A : ℝ → Matrix n n ℂ} (hF : ∀ t, (F t).IsHermitian)
    (hA : SolvesTDHF F A) : SolvesTDHF F (fun s => (A s)ᴴ) := by
  intro t i j
  have hI : star (-I) = I := by simp
  have e : (-I) • (F t * (A t)ᴴ - (A t)ᴴ * F t) = ((-I) • (F t * A t - A t * F t))ᴴ := by
    rw [conjTranspose_smul, conjTranspose_sub, conjTranspose_mul, conjTranspose_mul,
      (hF t).eq, hI, neg_smul, ← smul_neg, neg_sub]
  show HasDerivAt (fun s => (A s)ᴴ i j) (((-I) • (F t * (A t)ᴴ - (A t)ᴴ * F t)) i j) t
  rw [e]
  exact (hA t j i).star

/-- For Hermitian `F(t)` the Frobenius norm of a solution is the same at all times. -/
theorem frobNorm_const {F A : ℝ → Matrix n n ℂ} (hF : ∀ t, (F t).IsHermitian)
    (hA : SolvesTDHF F A) (s t : ℝ) : frobNorm (A s) = frobNorm (A t) := by
  have hG := solves_mul (solves_conjTranspose hF hA) hA
  -- the derivative of tr(AᴴA) is the trace of a commutator
  have hd : ∀ u, HasDerivAt (fun v => trace ((A v)ᴴ * A v)) 0 u := by
    intro u
    have h := HasDerivAt.fun_sum (u := Finset.univ) (fun i _ => hG u i i)
    refine HasDerivAt.congr_deriv h ?_
    show trace ((-I) • (F u * ((A u)ᴴ * A u) - (A u)ᴴ * A u * F u)) = 0
    rw [trace_smul, trace_sub, trace_mul_comm (F u), sub_self, smul_zero]
  have hc : trace ((A s)ᴴ * A s) = trace ((A t)ᴴ * A t) :=
    is_const_of_deriv_eq_zero (fun u => (hd u).differentiableAt) (fun u => (hd u).deriv) s t
  -- tr(MᴴM) is the sum of squared moduli
  have htr : ∀ M : Matrix n n ℂ, trace (Mᴴ * M) = ((∑ i, ∑ j, ‖M i j‖ ^ 2 : ℝ) : ℂ) := by
    intro M
    simp only [Matrix.trace, Matrix.diag_apply, Matrix.mul_apply, conjTranspose_apply]
    rw [Finset.sum_comm]
    push_cast
    exact Finset.sum_congr rfl fun i _ => Finset.sum_congr rfl fun j _ =>
      Complex.conj_mul' (M i j)
  rw [htr, htr] at hc
  rw [frobNorm, frobNorm, Complex.ofReal_injective hc]

/-- For Hermitian `F(t)` and a solution `P`, the Frobenius norm of `P² - P` is the same at all
times, and a solution idempotent at one time is idempotent at every time. -/
theorem tdhf_idempotency {F P : ℝ → Matrix n n ℂ} (hF : ∀ t, (F t).IsHermitian)
    (hP : SolvesTDHF F P) (s t : ℝ) :
    frobNorm (P s * P s - P s) = frobNorm (P t * P t - P t) ∧
      (P s * P s = P s → P t * P t = P t) := by
  have h : frobNorm (P s * P s - P s) = frobNorm (P t * P t - P t) := by
    have := frobNorm_const hF (solves_add_smul (solves_mul hP hP) hP (-1)) s t
    simpa only [neg_smul, one_smul, ← sub_eq_add_neg] using this
  refine ⟨h, fun hs => ?_⟩
  rw [← sub_eq_zero, ← frobNorm_eq_zero, ← h, frobNorm_eq_zero, sub_eq_zero]
  exact hs

/-- For Hermitian `F(t)` a solution `P` that is Hermitian and idempotent at one time is Hermitian
and idempotent at every time. -/
theorem tdhf_projector {F P : ℝ → Matrix n n ℂ} (hF : ∀ t, (F t).IsHermitian)
    (hP : SolvesTDHF F P) (s t : ℝ) (hH : (P s).IsHermitian) (hs : P s * P s = P s) :
    (P t).IsHermitian ∧ P t * P t = P t := by
  refine ⟨?_, (tdhf_idempotency hF hP s t).2 hs⟩
  have h : frobNorm ((P s)ᴴ - P s) = frobNorm ((P t)ᴴ - P t) := by
    have := frobNorm_const hF (solves_add_smul (solves_conjTranspose hF hP) hP (-1)) s t
    simpa only [neg_smul, one_smul, ← sub_eq_add_neg] using this
  show (P t)ᴴ = P t
  rw [← sub_eq_zero, ← frobNorm_eq_zero, ← h, frobNorm_eq_zero, sub_eq_zero]
  exact hH.eq

/-- For Hermitian `F(t)`, a solution `P` and any complex polynomial `p`, the Frobenius norm of
`p(P)` is the same at all times, and `p(P) = 0` at one time gives `p(P) = 0` at every time. -/
theorem tdhf_polynomial [DecidableEq n] {F P : ℝ → Matrix n n ℂ}
    (hF : ∀ t, (F t).IsHermitian) (hP : SolvesTDHF F P) (p : Polynomial ℂ) (s t : ℝ) :
    frobNorm (Polynomial.aeval (P s) p) = frobNorm (Polynomial.aeval (P t) p) ∧
      (Polynomial.aeval (P s) p = 0 → Polynomial.aeval (P t) p = 0) := by
  have hp : SolvesTDHF F (fun u => Polynomial.aeval (P u) p) := by
    refine Polynomial.induction_on p ?_ ?_ ?_
    · intro a u i j
      simp only [Polynomial.aeval_C]
      rw [Algebra.commutes, sub_self, smul_zero]
      exact hasDerivAt_const u _
    · intro q r hq hr
      simpa only [map_add, one_smul] using solves_add_smul hq hr 1
    · intro k a h
      simpa only [pow_succ, ← mul_assoc, map_mul, Polynomial.aeval_X] using solves_mul h hP
  have h := frobNorm_const hF hp s t
  refine ⟨h, fun hs => ?_⟩
  rw [← frobNorm_eq_zero, ← h, frobNorm_eq_zero]
  exact hs

/-- The Pauli matrix `σ_x`. -/
def pauliX : Matrix (Fin 2) (Fin 2) ℂ := !![0, 1; 1, 0]

/-- The matrix `ψ ψᴴ` for `ψ = (cos t, -i sin t)`. -/
def rabiDensity (t : ℝ) : Matrix (Fin 2) (Fin 2) ℂ :=
  !![(Real.cos t : ℂ) * (Real.cos t : ℂ), I * ((Real.cos t : ℂ) * (Real.sin t : ℂ));
     (-I) * ((Real.cos t : ℂ) * (Real.sin t : ℂ)), (Real.sin t : ℂ) * (Real.sin t : ℂ)]

/-- With the Hermitian `F = σ_x`, `rabiDensity` is a solution that is idempotent at
`t = 0` and differs between `t = 0` and `t = π/2`. -/
theorem tdhf_witness : pauliX.IsHermitian ∧ SolvesTDHF (fun _ => pauliX) rabiDensity ∧
    rabiDensity 0 * rabiDensity 0 = rabiDensity 0 ∧
    rabiDensity 0 ≠ rabiDensity (Real.pi / 2) := by
  refine ⟨?_, ?_, ?_, ?_⟩
  · unfold Matrix.IsHermitian
    ext i j
    fin_cases i <;> fin_cases j <;> simp [pauliX, conjTranspose_apply]
  · intro t i j
    have hc := (Real.hasDerivAt_cos t).ofReal_comp
    have hs := (Real.hasDerivAt_sin t).ofReal_comp
    fin_cases i <;> fin_cases j
    on_goal 1 => refine (hc.fun_mul hc).congr_deriv ?_
    on_goal 2 => refine ((hc.fun_mul hs).const_mul I).congr_deriv ?_
    on_goal 3 => refine ((hc.fun_mul hs).const_mul (-I)).congr_deriv ?_
    on_goal 4 => refine (hs.fun_mul hs).congr_deriv ?_
    all_goals
      apply Complex.ext <;>
        simp [pauliX, rabiDensity,
          -Complex.ofReal_cos, -Complex.ofReal_sin]
      all_goals ring
  · ext i j
    fin_cases i <;> fin_cases j <;> simp [rabiDensity, Matrix.mul_apply, Fin.sum_univ_two]
  · intro h
    have := congrFun (congrFun h 0) 0
    simp [rabiDensity] at this

/-- The matrix with `e^t` in the upper right corner and zeros elsewhere. -/
def growingMatrix (t : ℝ) : Matrix (Fin 2) (Fin 2) ℂ := !![0, (Real.exp t : ℂ); 0, 0]

/-- With `F = diag(i, 0)`, which is not Hermitian, `growingMatrix` is a solution for which
the Frobenius norm of `P² - P` equals `e^t`. -/
theorem nonHermitian_counterexample :
    ¬ (!![I, 0; 0, 0] : Matrix (Fin 2) (Fin 2) ℂ).IsHermitian ∧
    SolvesTDHF (fun _ => !![I, 0; 0, 0]) growingMatrix ∧
    ∀ t, frobNorm (growingMatrix t * growingMatrix t - growingMatrix t) = Real.exp t := by
  refine ⟨?_, ?_, ?_⟩
  · intro h
    have := congrArg Complex.im (congrFun (congrFun h.eq 0) 0)
    norm_num [conjTranspose_apply] at this
  · intro t i j
    fin_cases i <;> fin_cases j
    on_goal 1 => refine (hasDerivAt_const t (0 : ℂ)).congr_deriv ?_
    on_goal 2 => refine (Real.hasDerivAt_exp t).ofReal_comp.congr_deriv ?_
    on_goal 3 => refine (hasDerivAt_const t (0 : ℂ)).congr_deriv ?_
    on_goal 4 => refine (hasDerivAt_const t (0 : ℂ)).congr_deriv ?_
    all_goals
      apply Complex.ext <;>
        simp [growingMatrix, -Complex.ofReal_exp]
  · intro t
    simp [frobNorm, growingMatrix, Fin.sum_univ_two, -Complex.ofReal_exp,
      Real.sqrt_sq (Real.exp_pos t).le, abs_of_pos (Real.exp_pos t)]

end

end TDHFIdempotency
```

```lean
#print axioms TDHFIdempotency.tdhf_projector
#print axioms TDHFIdempotency.tdhf_polynomial
#print axioms TDHFIdempotency.nonHermitian_counterexample
```

```
'TDHFIdempotency.tdhf_projector' depends on axioms: [propext, Classical.choice, Quot.sound]
'TDHFIdempotency.tdhf_polynomial' depends on axioms: [propext, Classical.choice, Quot.sound]
'TDHFIdempotency.nonHermitian_counterexample' depends on axioms: [propext, Classical.choice, Quot.sound]
```

## Four conservation statements for $iP' = [F,P]$

The finite type `n` labels the basis functions, and `F` and `P` are functions from `ℝ` to `Matrix n n ℂ`. With the commutator $[F,A] = FA - AF$, the predicate `SolvesTDHF F P` says that for every real $t$ and every pair of labels $j,k$ the complex function $P_{jk}$ is differentiable at $t$ with derivative $(-i[F(t),P(t)])_{jk}$. Multiplying by $i$ gives $iP' = [F,P]$. The definition `frobNorm` is

$$\|A\|_F = \Big(\sum_{j,k} |A_{jk}|^2\Big)^{1/2},$$

and `(F t).IsHermitian` is $F(t)^\dagger = F(t)$, where $A^\dagger$, written `Aᴴ` in Lean, is the conjugate transpose.

All four general theorems assume the Hermiticity `hF` at every time and the equation of motion, and they compare two arbitrary real times $s$ and $t$ in either order.

- `frobNorm_const`: every solution $A$ has $\|A(s)\|_F = \|A(t)\|_F$.
- `tdhf_idempotency`: $\|P(s)^2 - P(s)\|_F = \|P(t)^2 - P(t)\|_F$, and $P(s)^2 = P(s)$ implies $P(t)^2 = P(t)$.
- `tdhf_projector`: if $P(s)$ is Hermitian and idempotent, so is $P(t)$.
- `tdhf_polynomial`: for every complex polynomial $p$, the matrix $p(P)$, written `Polynomial.aeval (P s) p` at time $s$, has constant Frobenius norm, and $p(P(s)) = 0$ implies $p(P(t)) = 0$.

Only `tdhf_projector` asks anything further of $P$; in the others $P$ need not be Hermitian or have any particular trace. No continuity of $F$ is required. For a single basis function the commutator vanishes and the statements concern a constant number.

## Determinants, occupations and the basis

The equation is written with $\hbar = 1$ in a fixed orthonormal basis. No overlap matrix appears, and a non-orthogonal or moving basis is covered only after a transformation that brings the equation to this form. In a basis of spin orbitals with $N$ orthonormal occupied orbitals, collected as the columns of a coefficient matrix $C$ with $C^\dagger C = 1$, the density matrix is $P = CC^\dagger$. It satisfies $P^\dagger = P$ and $P^2 = C(C^\dagger C)C^\dagger = P$, and Hermitian idempotent matrices are the one-particle density matrices of single Slater determinants. The closed-shell convention $P = 2CC^\dagger$ over spatial orbitals has $P^2 = 2P$ instead, which is the case $p(x) = x^2 - 2x$ of `tdhf_polynomial`.

Treating $F$ as a free function of time loses nothing once a self-consistent solution is in hand: if $P(t)$ solves the nonlinear equation with Fock matrix $F[P]$, then $t \mapsto F[P(t)]$ is one admissible `F`. The hypothesis `hF` stands for an effective one-electron Hamiltonian that is an observable, without gain or absorption, and it is assumed and not derived. A Fock matrix built from $P$ is Hermitian when $P$ is, so for a self-consistent $F$ the hypothesis `hF` is usually justified by the very Hermiticity of $P(t)$ that `tdhf_projector` concludes; that half of the theorem is most informative when $F(t)$ is known to be Hermitian independently.

For simulation in a finite orthonormal basis with Hermitian $F(t)$, the exact flow keeps a determinant a determinant and keeps the idempotency error of any other density matrix fixed, so a drift of $\|P^2 - P\|_F$ in a computed trajectory comes from the time stepping or from rounding. The theorems concern exact solutions differentiable on the whole real line. They do not assert that solutions exist, and they say nothing about discrete propagators. Conservation of the electron number $\operatorname{tr} P$ is not stated separately, but for a determinant it follows from `frobNorm_const` and `tdhf_projector`, because a Hermitian idempotent $P$ has $\operatorname{tr} P = \operatorname{tr}(P^\dagger P) = \|P\|_F^2$.

## Solutions for a fixed $F$ are closed under sums, products and adjoints

The argument regards $A' = -i[F,A]$ as a linear equation for an unknown matrix function $A$ with $F(t)$ fixed. Let $A$ and $B$ be solutions.

For the product, the Leibniz rule gives

$$(AB)' = A'B + AB' = -i(FA - AF)B - iA(FB - BF) = -i(FAB - ABF),$$

because the terms $+iAFB$ and $-iAFB$ cancel. Hence $AB$ is a solution. In `solves_mul` the entry $(AB)_{jk}$ is a finite sum of products of entries, so `h` differentiates it with `HasDerivAt.fun_sum` and `fun_mul`. The identity `e` is the matrix algebra of the display, in which `abel` performs the cancellation after the brackets are expanded.

For a complex constant $c$,

$$(A + cB)' = -i[F,A] - ic[F,B] = -i[F, A + cB].$$

This is `solves_add_smul`, where `const_mul c` differentiates $cB_{jk}$ and `ring` matches the two sides entry by entry.

For the adjoint, $t$ is real, so conjugation commutes with the derivative, and

$$(A^\dagger)' = \big(-i(FA - AF)\big)^\dagger = i\,(A^\dagger F^\dagger - F^\dagger A^\dagger) = -i\,(F^\dagger A^\dagger - A^\dagger F^\dagger).$$

The adjoint solves the equation for $F^\dagger$, which is the same equation when $F$ is Hermitian. In `solves_conjTranspose`, `hI` is the conjugation of $-i$ to $i$, the rewrite by `(hF t).eq` replaces $F^\dagger$ by $F$, and `(hA t j i).star` differentiates the conjugate of the transposed entry. This rewrite is the only point at which Hermiticity of $F$ is actually used; the later theorems pass `hF` down to it.

## The derivative of $\operatorname{tr}(A^\dagger A)$ is the trace of a commutator

By the adjoint and product rules $G = A^\dagger A$ is a solution, which is `hG` in `frobNorm_const`. Summing the diagonal entries of its equation and using $\operatorname{tr}(FG) = \operatorname{tr}(GF)$,

$$\frac{d}{dt}\operatorname{tr} G = -i\,\big(\operatorname{tr}(FG) - \operatorname{tr}(GF)\big) = 0 .$$

The step `hd` does this with `trace_mul_comm`. A function on the real line whose derivative vanishes everywhere is constant, and `is_const_of_deriv_eq_zero` turns `hd` into `hc`. For any matrix $M$,

$$\operatorname{tr}(M^\dagger M) = \sum_{k}\sum_{j} \overline{M_{jk}}\,M_{jk} = \sum_{j,k}|M_{jk}|^2 = \|M\|_F^2 ,$$

which `htr` proves by exchanging the two sums with `Finset.sum_comm` and applying `Complex.conj_mul'` to each term. The two traces are therefore equal real numbers, and taking square roots finishes the theorem.

The remaining results apply this to a suitable solution and use `frobNorm_eq_zero`: a sum of non-negative terms vanishes only if each term does, so $\|A\|_F = 0$ exactly when $A = 0$. For `tdhf_idempotency` the solution is $PP + (-1)P$, built as `solves_add_smul (solves_mul hP hP) hP (-1)`. Its norm is constant; if $P(s)^2 = P(s)$ the norm is zero at $s$, hence zero at $t$, hence $P(t)^2 - P(t) = 0$, and the closing `rw` runs this chain backwards from the goal. For `tdhf_projector` the solution is $P^\dagger + (-1)P$, and the same chain gives $P(t)^\dagger = P(t)$. For `tdhf_polynomial`, `Polynomial.induction_on` has three cases. A constant $a$ gives $a$ times the identity matrix, which has zero derivative and commutes with $F$. A sum of polynomials uses `solves_add_smul` with $c = 1$. The step from $aP^k$ to $aP^{k+1}$, for natural $k$, is `solves_mul h hP`.

## Two orbitals driven by $\sigma_x$

With labels $0$ and $1$, take the constant $F = \sigma_x$ (`pauliX`) and the unit vector $\psi(t) = (\cos t, -i\sin t)$. The matrix `rabiDensity` is

$$R(t) = \psi\psi^\dagger = \begin{pmatrix}\cos^2 t & i\cos t\sin t\\ -i\cos t\sin t & \sin^2 t\end{pmatrix}.$$

Multiplying by $\sigma_x$ on the left swaps the rows and on the right swaps the columns, so

$$-i[\sigma_x, R] = \begin{pmatrix}-2\cos t\sin t & i(\cos^2 t - \sin^2 t)\\ -i(\cos^2 t - \sin^2 t) & 2\cos t\sin t\end{pmatrix} = R' .$$

The theorem `tdhf_witness` states that $\sigma_x$ is Hermitian, that $R$ is a solution, that $R(0) = \operatorname{diag}(1,0)$ is idempotent, and that $R(0) \neq R(\pi/2)$, where $R_{00}$ has fallen from $1$ to $0$. Its four `on_goal` lines differentiate the four entries with the product rule. The example has no electron repulsion, and it shows that the general theorems apply to a density matrix that moves.

A case with nonzero idempotency error is $Q(t) = \tfrac12(1 + R(t))$, a polynomial in $R$ and therefore a solution. With the two orbitals read as spin orbitals, its occupations are $1$ and $\tfrac12$ and its trace is $\tfrac32$, so it is not the density matrix of a determinant or of any state with a fixed integer number of electrons; physically it can only describe an ensemble over electron numbers. At $t = 0$, $Q = \operatorname{diag}(1, \tfrac12)$ and $Q^2 - Q = \operatorname{diag}(0, -\tfrac14)$, with norm $\tfrac14$. At $t = \pi/4$,

$$Q = \begin{pmatrix}\tfrac34 & \tfrac{i}{4}\\ -\tfrac{i}{4} & \tfrac34\end{pmatrix},\qquad Q^2 = \begin{pmatrix}\tfrac58 & \tfrac{3i}{8}\\ -\tfrac{3i}{8} & \tfrac58\end{pmatrix},\qquad Q^2 - Q = \begin{pmatrix}-\tfrac18 & \tfrac{i}{8}\\ -\tfrac{i}{8} & -\tfrac18\end{pmatrix},$$

where $(Q^2)_{00} = \tfrac{9}{16} + \tfrac{1}{16}$ and $(Q^2)_{01} = \tfrac{3i}{16} + \tfrac{3i}{16}$. The four squared moduli add to $4/64 = 1/16$, so the norm is again $\tfrac14$, although every entry of $Q^2 - Q$ has changed. The polynomial $(x - 1)(x - \tfrac12) = x^2 - \tfrac32 x + \tfrac12$ annihilates $Q(0)$, and at $t = \pi/4$ the diagonal entries give $\tfrac58 - \tfrac98 + \tfrac12 = 0$ and the $(0,1)$ entry gives $\tfrac{3i}{8} - \tfrac{3i}{8} = 0$.

## Exponential growth of the norm for $F = \operatorname{diag}(i,0)$

Let $E$ be the $2\times 2$ matrix whose only nonzero entry is $E_{01} = 1$, and let $P(t) = e^t E$ (`growingMatrix`). For $F = \operatorname{diag}(i,0)$ one has $FE = iE$ and $EF = 0$, so $-i[F,P] = e^t E = P'$. Since $E^2 = 0$, $P^2 - P = -e^tE$ and its norm is $e^t$. The theorem `nonHermitian_counterexample` states that this $F$ is not Hermitian, that $P$ is a solution, and that the norm equals $e^t$ at all times. The adjoint rule is the one that fails: $P^\dagger = e^tE^\dagger$ has derivative $+e^tE^\dagger$, whereas $-i[F,P^\dagger] = -e^tE^\dagger$.

This shows that the constancy of $\|P^2 - P\|_F$ is false for general $F$. The example is purely mathematical: this $P$ is not Hermitian, so it is not the density matrix of any state, and orbitals obeying $iC' = FC$ with a non-Hermitian $F$ would give $P = CC^\dagger$ the different equation $iP' = FP - PF^\dagger$. It does not show a loss of idempotency, because this $P$ is idempotent at no time. For a continuous $F$, Hermitian or not, one expects idempotency to persist anyway, since $P^2 - P$ solves a linear differential equation and uniqueness keeps a solution at zero once it vanishes. That uniqueness argument, like the fractions for $Q$, is ordinary reasoning and not a theorem in the file.
